# Ultrasoft unfolding weights are nonnegative for all normalised states exactly when the overlap commutes with the translations

The translations are taken to be unitary in the ordinary inner product $\langle\phi,\psi\rangle=\phi^\dagger\psi$ of coefficient vectors, as in a plane-wave basis, and the ultrasoft overlap $S$ enters as a separate matrix. This $S$ is the identity plus augmentation terms centred on the atoms; it is taken to be positive definite, and a state is normalised when $\langle\psi,S\psi\rangle=1$. Whether $S$ respects the translations by primitive cells is then a question and not an assumption. The weight in the title is $\langle\psi,SP_k\psi\rangle$, where $P_k$ projects onto the primitive Bloch momentum labelled by $k$. The different weight $\langle P_k\psi,SP_k\psi\rangle$ is never negative, but if $S$ does not commute with the translations, its sum over $k$ differs from one for some normalised state. The basis is finite and indexed by `n`; operators are complex matrices. With `ComplexOrder`, `0 ≤ z` says that $z$ is real and nonnegative.

In Lean 4 with Mathlib:

```lean
import Mathlib

open Matrix
open scoped ComplexOrder

namespace UltrasoftUnfolding

noncomputable section

variable {n : Type*} [Fintype n] [DecidableEq n] {N : ℕ} [NeZero N]
```

The supercell contains $N\ge 1$ primitive cells along one direction. Its translations $T_R$, with $R$ an integer modulo $N$, satisfy $T_{R+R'}=T_RT_{R'}$ and $T_R^\dagger T_R=1$. Translation by the whole supercell is therefore the identity, which is the case of zero supercell Bloch momentum. For states of supercell momentum $K$, the translation by $R$ cells of length $a$, $0\le R<N$, is first multiplied by $e^{\mathrm iKRa}$; this restores the group law and does not affect whether $S$ commutes with the translations. The label $k$ then stands for the primitive momentum $K+2\pi k/(Na)$.

```lean
/-- The matrices `T R` represent the cyclic group of `N` lattice translations unitarily. -/
structure IsTranslationRep (T : ZMod N → Matrix n n ℂ) : Prop where
  add : ∀ R R', T (R + R') = T R * T R'
  unitary : ∀ R, (T R)ᴴ * T R = 1
```

Write $\chi(j)=e^{2\pi\mathrm i j/N}$, which is `ZMod.stdAddChar`. The Bloch projector is
$$P_k=\frac1N\sum_R\chi(kR)\,T_R .$$

```lean
/-- The Bloch projector `P_k = (1/N) ∑_R exp(2πi k R / N) T_R`. -/
def blochProj (T : ZMod N → Matrix n n ℂ) (k : ZMod N) : Matrix n n ℂ :=
  (N : ℂ)⁻¹ • ∑ R, ZMod.stdAddChar (k * R) • T R
```

The ultrasoft weight of $\psi$ at $k$ is $w_k=\langle\psi,SP_k\psi\rangle$. It is defined as a complex number, since nothing yet makes it real.

```lean
/-- The ultrasoft unfolding weight `⟨ψ, S P_k ψ⟩` with overlap matrix `S`. -/
def overlapWeight (S : Matrix n n ℂ) (T : ZMod N → Matrix n n ℂ) (ψ : n → ℂ)
    (k : ZMod N) : ℂ :=
  star ψ ⬝ᵥ (S * blochProj T k) *ᵥ ψ
```

## Bloch projectors

Shifting the summation variable by $R$ gives
$$T_RP_k=\frac1N\sum_{R'}\chi(kR')T_{R+R'}=\chi(-kR)\,\frac1N\sum_{R'}\chi(k(R+R'))T_{R+R'}=\chi(-kR)P_k .$$
In the proof, `Equiv.sum_comp` performs the shift.

```lean
/-- A translation multiplies the range of `P_k` by a Bloch phase:
`T_R P_k = exp(-2πi k R / N) P_k`. -/
theorem translate_mul_blochProj {T : ZMod N → Matrix n n ℂ} (hT : IsTranslationRep T)
    (k R : ZMod N) :
    T R * blochProj T k = ZMod.stdAddChar (-(k * R)) • blochProj T k := by
  unfold blochProj
  rw [Matrix.mul_smul, Finset.mul_sum,
    smul_comm (ZMod.stdAddChar (-(k * R))) ((N : ℂ)⁻¹)]
  congr 1
  rw [Finset.smul_sum]
  -- shift the summation variable by R
  refine (Finset.sum_congr rfl fun R' _ => ?_).trans (Equiv.sum_comp (Equiv.addLeft R)
    (fun R' => ZMod.stdAddChar (-(k * R)) • ZMod.stdAddChar (k * R') • T R'))
  simp only [Equiv.coe_addLeft]
  rw [Matrix.mul_smul, hT.add, smul_smul, ← AddChar.map_add_eq_mul,
    show -(k * R) + k * (R + R') = k * R' by ring]
```

Taking the adjoint of the average and using the Bloch phase,
$$P_k^\dagger P_k=\frac1N\sum_R\chi(-kR)T_R^\dagger P_k=\frac1N\sum_R T_R^\dagger T_RP_k=P_k .$$
The equality of each term with $P_k$ is `key`. The left side is Hermitian, so $P_k^\dagger=P_k$ and hence $P_k^2=P_k$.

```lean
/-- For unitary translations each `P_k` is an orthogonal projector. -/
theorem blochProj_orthogonal {T : ZMod N → Matrix n n ℂ} (hT : IsTranslationRep T)
    (k : ZMod N) :
    (blochProj T k).IsHermitian ∧ blochProj T k * blochProj T k = blochProj T k := by
  have key : ∀ R, star (ZMod.stdAddChar (k * R)) • ((T R)ᴴ * blochProj T k)
      = blochProj T k := by
    intro R
    have hc : star (ZMod.stdAddChar (k * R)) = ZMod.stdAddChar (-(k * R)) := by
      rw [ZMod.stdAddChar_apply, ZMod.stdAddChar_apply, AddChar.map_neg_eq_inv]
      exact (Circle.coe_inv_eq_conj _).symm
    rw [hc, ← Matrix.mul_smul, ← translate_mul_blochProj hT, ← mul_assoc, hT.unitary,
      one_mul]
  have hadj : (blochProj T k)ᴴ
      = (N : ℂ)⁻¹ • ∑ R, star (ZMod.stdAddChar (k * R)) • (T R)ᴴ := by
    rw [blochProj, conjTranspose_smul, conjTranspose_sum]
    simp only [conjTranspose_smul, star_inv₀, star_natCast]
  -- every term of the average equals P_k
  have hPP : (blochProj T k)ᴴ * blochProj T k = blochProj T k := by
    rw [hadj, Matrix.smul_mul, Finset.sum_mul]
    simp only [Matrix.smul_mul, key, Finset.sum_const, Finset.card_univ, ZMod.card]
    rw [← Nat.cast_smul_eq_nsmul ℂ, smul_smul,
      inv_mul_cancel₀ (Nat.cast_ne_zero.mpr (NeZero.ne N)), one_smul]
  have hH : (blochProj T k)ᴴ = blochProj T k := by
    have h := congrArg conjTranspose hPP
    rw [conjTranspose_mul, conjTranspose_conjTranspose, hPP] at h
    exact h.symm
  exact ⟨hH, by rwa [hH] at hPP⟩
```

Unitarity and the group law give $T_0=T_0^\dagger T_0T_0=T_0^\dagger T_0=1$. The sum $\sum_k\chi(kR)$ is $N$ for $R=0$ and zero otherwise, so
$$\sum_kP_k=\frac1N\sum_R\Big(\sum_k\chi(kR)\Big)T_R=T_0=1 .$$

```lean
/-- The Bloch projectors of a unitary translation group sum to the identity. -/
theorem blochProj_sum {T : ZMod N → Matrix n n ℂ} (hT : IsTranslationRep T) :
    ∑ k, blochProj T k = 1 := by
  have h0 : T 0 = 1 := by
    calc T 0 = (T 0)ᴴ * T 0 * T 0 := by rw [hT.unitary, one_mul]
      _ = (T 0)ᴴ * T (0 + 0) := by rw [hT.add, mul_assoc]
      _ = 1 := by rw [add_zero, hT.unitary]
  -- summing the phases over k leaves only R = 0
  have h : ∀ R : ZMod N, ∑ k : ZMod N, ZMod.stdAddChar (k * R) • T R
      = if R = 0 then (N : ℂ) • T R else 0 := by
    intro R
    rw [← Finset.sum_smul, AddChar.sum_mulShift R (ZMod.isPrimitive_stdAddChar N)]
    by_cases hR : R = 0 <;> simp [hR, ZMod.card]
  unfold blochProj
  rw [← Finset.smul_sum, Finset.sum_comm]
  simp only [h, Finset.sum_ite_eq', Finset.mem_univ, if_true]
  rw [h0, smul_smul, inv_mul_cancel₀ (Nat.cast_ne_zero.mpr (NeZero.ne N)), one_smul]
```

## Sum rule and positivity

By linearity, $\sum_kw_k=\langle\psi,S\sum_kP_k\psi\rangle=\langle\psi,S\psi\rangle$. The additive map `L` carries the sum through the expectation value.

```lean
/-- For unitary translations the ultrasoft weights sum to `⟨ψ, S ψ⟩`, for any matrix `S`. -/
theorem overlapWeight_sum {T : ZMod N → Matrix n n ℂ} (hT : IsTranslationRep T)
    (S : Matrix n n ℂ) (ψ : n → ℂ) :
    ∑ k, overlapWeight S T ψ k = star ψ ⬝ᵥ S *ᵥ ψ := by
  let L : Matrix n n ℂ →+ ℂ :=
    { toFun := fun M => star ψ ⬝ᵥ (S * M) *ᵥ ψ
      map_zero' := by simp
      map_add' := fun A B => by rw [mul_add, Matrix.add_mulVec, dotProduct_add] }
  calc ∑ k, overlapWeight S T ψ k = L (∑ k, blochProj T k) := (map_sum L _ _).symm
    _ = star ψ ⬝ᵥ (S * 1) *ᵥ ψ := by rw [blochProj_sum hT]; rfl
    _ = star ψ ⬝ᵥ S *ᵥ ψ := by rw [mul_one]
```

If $S$ commutes with every $T_R$, it commutes with $P_k$, and
$$SP_k=SP_k^2=P_kSP_k=P_k^\dagger SP_k,\qquad w_k=\langle P_k\psi,SP_k\psi\rangle\ge0 .$$
Positive semidefinite $S$ suffices here. Setting $S=1$ in these two results gives the ordinary weights $\langle\psi,P_k\psi\rangle$, nonnegative with sum $\langle\psi,\psi\rangle$.

```lean
/-- If a positive semidefinite overlap commutes with all the unitary translations, every
ultrasoft weight is real and nonnegative. -/
theorem overlapWeight_nonneg {T : ZMod N → Matrix n n ℂ} (hT : IsTranslationRep T)
    {S : Matrix n n ℂ} (hS : S.PosSemidef) (hc : ∀ R, S * T R = T R * S)
    (ψ : n → ℂ) (k : ZMod N) : 0 ≤ overlapWeight S T ψ k := by
  obtain ⟨hH, hI⟩ := blochProj_orthogonal hT k
  have hSP : S * blochProj T k = blochProj T k * S := by
    simp only [blochProj, Matrix.mul_smul, Matrix.smul_mul, Finset.mul_sum,
      Finset.sum_mul, hc]
  -- the weight is the S-norm of the projected state
  have h : S * blochProj T k = (blochProj T k)ᴴ * S * blochProj T k := by
    rw [hH.eq, ← hSP, mul_assoc, hI]
  unfold overlapWeight
  rw [h]
  exact (hS.conjTranspose_mul_mul_same (blochProj T k)).dotProduct_mulVec_nonneg ψ
```

## From real weights back to symmetry

Suppose $\langle\psi,M\psi\rangle$ is real for every $\psi$. Expanding it for $\psi=x+y$ gives $\operatorname{Im}(\langle x,My\rangle+\langle y,Mx\rangle)=0$. For basis vectors $x=e_i$, $y=e_j$ this reads $\operatorname{Im}(M_{ij}+M_{ji})=0$; for $y=\mathrm i e_j$ it reads $\operatorname{Re}(M_{ij}-M_{ji})=0$. Together, $M_{ij}=\overline{M_{ji}}$.

```lean
/-- A matrix whose expectation value is real in every state is Hermitian. -/
theorem isHermitian_of_real_expectation (M : Matrix n n ℂ)
    (h : ∀ ψ : n → ℂ, (star ψ ⬝ᵥ M *ᵥ ψ).im = 0) : M.IsHermitian := by
  have hb : ∀ x y : n → ℂ, (star x ⬝ᵥ M *ᵥ y + star y ⬝ᵥ M *ᵥ x).im = 0 := by
    intro x y
    have h1 := h (x + y)
    have hx := h x
    have hy := h y
    rw [star_add, Matrix.mulVec_add, add_dotProduct, dotProduct_add, dotProduct_add] at h1
    simp only [Complex.add_im] at h1 ⊢
    linarith
  have e : ∀ i j, star (Pi.single i 1 : n → ℂ) ⬝ᵥ M *ᵥ (Pi.single j 1) = M i j := by
    intro i j
    have hs : star (Pi.single i 1 : n → ℂ) = Pi.single i 1 := by
      funext a
      by_cases ha : a = i <;> simp [ha]
    rw [hs]
    simp
  refine Matrix.IsHermitian.ext fun i j => ?_
  -- superpose basis states with relative phases 1 and i
  have h1 := hb (Pi.single i 1) (Pi.single j 1)
  have h2 := hb (Pi.single i 1) (Complex.I • Pi.single j 1)
  rw [e, e] at h1
  rw [Matrix.mulVec_smul, dotProduct_smul, star_smul, smul_dotProduct, e, e] at h2
  simp only [Complex.add_im] at h1
  simp only [smul_eq_mul, Complex.star_def, Complex.conj_I, neg_mul, Complex.add_im,
    Complex.neg_im, Complex.I_mul_im] at h2
  apply Complex.ext
  · show (M j i).re = (M i j).re
    linarith
  · show -(M j i).im = (M i j).im
    linarith
```

Now let $S$ be positive definite: every nonzero pseudo-state has positive generalised norm. The theorem says that the weights of each state with $\langle\psi,S\psi\rangle=1$ sum to one, and that they are nonnegative for all such states and all $k$ if and only if $S$ commutes with every $T_R$. A particular state may have nonnegative weights without that symmetry.

For the converse, take $\phi\ne0$, put $r=\langle\phi,S\phi\rangle>0$ and $c=1/\sqrt r$. The state $c\phi$ is normalised and has weight $c^2\langle\phi,SP_k\phi\rangle$, so $\langle\phi,SP_k\phi\rangle$ is real. Hence $SP_k$ is Hermitian (`hreal` feeds the previous lemma), and $SP_k=(SP_k)^\dagger=P_kS$. Finally
$$T_R=T_R\sum_kP_k=\sum_k\chi(-kR)P_k,$$
so $S$ commutes with $T_R$.

```lean
/-- For a positive definite overlap `S` and unitary translations, the weights of every state
with `⟨ψ, S ψ⟩ = 1` sum to one. They are real and nonnegative for all such states and all `k`
exactly when `S` commutes with every translation. -/
theorem ultrasoft_unfolding {T : ZMod N → Matrix n n ℂ} (hT : IsTranslationRep T)
    {S : Matrix n n ℂ} (hS : S.PosDef) :
    (∀ ψ : n → ℂ, star ψ ⬝ᵥ S *ᵥ ψ = 1 → ∑ k, overlapWeight S T ψ k = 1) ∧
    ((∀ ψ : n → ℂ, star ψ ⬝ᵥ S *ᵥ ψ = 1 → ∀ k, 0 ≤ overlapWeight S T ψ k) ↔
      ∀ R, S * T R = T R * S) := by
  refine ⟨fun ψ hψ => (overlapWeight_sum hT S ψ).trans hψ, fun h R => ?_,
    fun hc ψ _ k => overlapWeight_nonneg hT hS.posSemidef hc ψ k⟩
  -- rescaling extends reality of the weights to all states
  have hreal : ∀ k (φ : n → ℂ), (star φ ⬝ᵥ (S * blochProj T k) *ᵥ φ).im = 0 := by
    intro k φ
    by_cases hφ : φ = 0
    · simp [hφ]
    obtain ⟨hre, him⟩ := Complex.lt_def.mp (hS.dotProduct_mulVec_pos hφ)
    obtain ⟨r, hr, hq⟩ : ∃ r : ℝ, 0 < r ∧ star φ ⬝ᵥ S *ᵥ φ = (r : ℂ) :=
      ⟨(star φ ⬝ᵥ S *ᵥ φ).re, hre, Complex.ext rfl him.symm⟩
    obtain ⟨c, hc⟩ : ∃ c : ℝ, c * c * r = 1 :=
      ⟨(√r)⁻¹, by rw [← mul_inv, Real.mul_self_sqrt hr.le, inv_mul_cancel₀ hr.ne']⟩
    have scale : ∀ M : Matrix n n ℂ, star ((c : ℂ) • φ) ⬝ᵥ M *ᵥ ((c : ℂ) • φ)
        = ((c * c : ℝ) : ℂ) * (star φ ⬝ᵥ M *ᵥ φ) := by
      intro M
      rw [star_smul, smul_dotProduct, Matrix.mulVec_smul, dotProduct_smul]
      simp [mul_assoc]
    have h1 := h ((c : ℂ) • φ) (by rw [scale, hq]; exact_mod_cast hc) k
    have h2 := (Complex.le_def.mp h1).2
    rw [overlapWeight, scale, Complex.im_ofReal_mul, Complex.zero_im] at h2
    exact (mul_eq_zero.mp h2.symm).resolve_left
      (fun h0 => by rw [h0, zero_mul] at hc; exact zero_ne_one hc)
  have hP : ∀ k, S * blochProj T k = blochProj T k * S := by
    intro k
    have hH := (isHermitian_of_real_expectation (S * blochProj T k) (hreal k)).eq
    rw [conjTranspose_mul, hS.isHermitian.eq, (blochProj_orthogonal hT k).1.eq] at hH
    exact hH.symm
  -- recover the translation from its Bloch projectors
  have hTR : T R = ∑ k, ZMod.stdAddChar (-(k * R)) • blochProj T k := by
    calc T R = T R * ∑ k, blochProj T k := by rw [blochProj_sum hT, mul_one]
      _ = _ := by
        rw [Finset.mul_sum]
        exact Finset.sum_congr rfl fun k _ => translate_mul_blochProj hT k R
  rw [hTR, Finset.mul_sum, Finset.sum_mul]
  refine Finset.sum_congr rfl fun k _ => ?_
  rw [Matrix.mul_smul, Matrix.smul_mul, hP]
```

For band unfolding in this finite, one-direction model, a supercell whose augmentation breaks the primitive periodicity therefore has some normalised state whose $w_k$ cannot all be read as probabilities. That state need not be a Kohn–Sham eigenstate.

The same argument by hand covers a Hermitian observable $A$ in place of $S$: the contributions $\langle\psi,AP_k\psi\rangle$ are real for all $\psi$ and $k$ exactly when $A$ commutes with the translations.

## A negative weight on two sites

Without commutation, positivity can fail already for $N=2$. Let $T_1$ exchange two sites.

```lean
/-- Translations of a two-site cell: the nonzero one exchanges the sites. -/
def siteSwap (R : ZMod 2) : Matrix (Fin 2) (Fin 2) ℂ :=
  if R = 0 then 1 else !![0, 1; 1, 0]
```

Give the sites unequal overlaps, $S=\operatorname{diag}(1/7,3/7)$.

```lean
/-- A diagonal overlap with the unequal site values `1/7` and `3/7`. -/
def unevenOverlap : Matrix (Fin 2) (Fin 2) ℂ :=
  Matrix.diagonal fun i => (((![1 / 7, 3 / 7] : Fin 2 → ℝ) i : ℝ) : ℂ)
```

For $\psi=(2,1)$ the norm is $\langle\psi,S\psi\rangle=4/7+3/7=1$. Since $\chi(1)=-1$, $P_1\psi=\tfrac12(\psi-T_1\psi)=(\tfrac12,-\tfrac12)$, and
$$w_1=2\cdot\tfrac17\cdot\tfrac12-\tfrac37\cdot\tfrac12=-\tfrac1{14}.$$
The sum rule then puts $w_0$ at $15/14$. The proof checks the group law case by case and evaluates the phase from $e^{\pi\mathrm i}=-1$.

```lean
/-- Site exchange is a unitary translation group and the uneven overlap is positive definite,
yet the normalised state `(2, 1)` has the negative weight `-1/14` at `k = 1`. -/
theorem negative_weight_witness :
    IsTranslationRep siteSwap ∧ unevenOverlap.PosDef ∧
    star ![2, 1] ⬝ᵥ unevenOverlap *ᵥ ![2, 1] = 1 ∧
    overlapWeight unevenOverlap siteSwap ![2, 1] 1 = -1 / 14 := by
  have t0 : siteSwap 0 = 1 := if_pos rfl
  have t1 : siteSwap 1 = !![0, 1; 1, 0] := if_neg (by decide)
  have hcases : ∀ R : ZMod 2, R = 0 ∨ R = 1 := by decide
  have hstar : star (![2, 1] : Fin 2 → ℂ) = ![2, 1] := by
    funext i
    fin_cases i
    · exact map_ofNat (starRingEnd ℂ) 2
    · exact star_one ℂ
  refine ⟨⟨fun R R' => ?_, fun R => ?_⟩, ?_, ?_, ?_⟩
  · rcases hcases R with rfl | rfl
    · rw [zero_add, t0, one_mul]
    rcases hcases R' with rfl | rfl
    · rw [add_zero, t0, mul_one]
    rw [show (1 : ZMod 2) + 1 = 0 by decide, t0, t1]
    ext i j
    fin_cases i <;> fin_cases j <;> simp [Matrix.mul_apply, Fin.sum_univ_two]
  · rcases hcases R with rfl | rfl
    · rw [t0, conjTranspose_one, one_mul]
    rw [t1]
    ext i j
    fin_cases i <;> fin_cases j <;> simp [Matrix.mul_apply, Fin.sum_univ_two]
  · have hpos : ∀ i, (0 : ℝ) < (![1 / 7, 3 / 7] : Fin 2 → ℝ) i := by
      intro i
      fin_cases i <;> norm_num
    exact Matrix.PosDef.diagonal fun i => by exact_mod_cast hpos i
  · rw [hstar]
    norm_num [unevenOverlap, Matrix.mulVec, dotProduct, Fin.sum_univ_two,
      Matrix.diagonal_apply]
  · -- the phase at k = R = 1 is exp(πi) = -1
    have hχ : ZMod.stdAddChar (1 : ZMod 2) = (-1 : ℂ) := by
      have h := ZMod.stdAddChar_coe (N := 2) 1
      rw [show (2 * Real.pi * Complex.I * ((1 : ℤ) : ℂ) / ((2 : ℕ) : ℂ))
        = Real.pi * Complex.I by push_cast; ring, Complex.exp_pi_mul_I] at h
      simpa using h
    have hP : blochProj siteSwap 1 = ((2 : ℕ) : ℂ)⁻¹ •
        (ZMod.stdAddChar ((1 : ZMod 2) * 0) • siteSwap 0
          + ZMod.stdAddChar ((1 : ZMod 2) * 1) • siteSwap 1) :=
      congrArg (fun M => ((2 : ℕ) : ℂ)⁻¹ • M) (Fin.sum_univ_two
        (fun R : ZMod 2 => ZMod.stdAddChar ((1 : ZMod 2) * R) • siteSwap R))
    rw [mul_zero, AddChar.map_zero_eq_one, mul_one, hχ, t0, t1] at hP
    rw [overlapWeight, hP, hstar]
    norm_num [unevenOverlap, Matrix.mulVec, dotProduct, Fin.sum_univ_two,
      Matrix.mul_apply, Matrix.diagonal_apply, Matrix.one_apply]

end

end UltrasoftUnfolding
```

```lean
#print axioms UltrasoftUnfolding.ultrasoft_unfolding
```

```
'UltrasoftUnfolding.ultrasoft_unfolding' depends on axioms: [propext, Classical.choice, Quot.sound]
```
